# For an even and an odd orbital, the sign of one combination of Coulomb integrals decides whether self-repulsion localisation mixes them

Orbitals and their products are taken from one commutative real algebra $A$. If $s$ and $p$ are real orbitals, then $ss$ and $pp$ are their densities, $sp$ is their overlap density, and all three are again elements of $A$. The algebra need not have a unit, because the constant function 1 does not decay. Continuous functions on space with exponential decay are an example, and they include the hydrogen-like orbitals.

The Coulomb interaction is a real bilinear form $B$ on $A$, and $(f,g)$ stands for $B(f,g)$. For the physical repulsion, in atomic units,

$$(f,g)=\iint \frac{f(\mathbf r)\,g(\mathbf r')}{|\mathbf r-\mathbf r'|}\,d^3r\,d^3r' ,$$

but the kernel $1/r$ is never used. Convergence of the integrals is built into the assumption that $B$ is defined on all of $A$. Symmetry of $B$ is a hypothesis, `hB`, wherever it is needed; positivity is not assumed. The orbitals need not be normalised or orthogonal, although both hold in the usual application.

In the code, the two conditions on `A` after its module structure say that real factors can be moved through products.

```lean
import Mathlib

open Real

namespace RepulsionLocalisation

noncomputable section

variable {A : Type*} [NonUnitalCommRing A] [Module ℝ A] [IsScalarTower ℝ A A]
  [SMulCommClass ℝ A A]
```

## Self-repulsion under a rotation

The self-repulsion of an orbital $f$ is $(ff,ff)$, without a factor $\tfrac12$.

```lean
/-- The Coulomb self-repulsion `(ff, ff)` of the density of a real orbital `f`. -/
def selfRepulsion (B : A →ₗ[ℝ] A →ₗ[ℝ] ℝ) (f : A) : ℝ := B (f * f) (f * f)
```

Rotation by an angle $t$ replaces $s$ and $p$ by

$$\cos t\; s+\sin t\; p,\qquad -\sin t\; s+\cos t\; p .$$

Let $L(t)$ be the sum of their two self-repulsions. Maximising such a sum is the Edmiston–Ruedenberg criterion for localised orbitals, treated here for a single pair of real orbitals and hence a single angle.

```lean
/-- The summed self-repulsion of the two orbitals obtained by rotating `s` and `p` into each
other by the angle `t`. -/
def rotatedRepulsion (B : A →ₗ[ℝ] A →ₗ[ℝ] ℝ) (s p : A) (t : ℝ) : ℝ :=
  selfRepulsion B (cos t • s + sin t • p) + selfRepulsion B ((-sin t) • s + cos t • p)
```

The answer will depend on

$$X=(ss,ss)+(pp,pp)-2(ss,pp)-4(sp,sp).$$

Here $(ss,pp)$ is the Coulomb integral between the two densities and $(sp,sp)$ is the exchange integral. The code calls this combination `mixingCost`.

```lean
/-- The combination `X = (ss,ss) + (pp,pp) - 2 (ss,pp) - 4 (sp,sp)` of Coulomb integrals. -/
def mixingCost (B : A →ₗ[ℝ] A →ₗ[ℝ] ℝ) (s p : A) : ℝ :=
  selfRepulsion B s + selfRepulsion B p - 2 * B (s * s) (p * p) - 4 * B (s * p) (s * p)
```

An angle $t$ is a maximiser if $L(u)\le L(t)$ for every real $u$. This is a global condition, not a statement about stationary points.

```lean
/-- The rotation angle `t` gives the largest summed self-repulsion among all angles. -/
def IsMaximiser (B : A →ₗ[ℝ] A →ₗ[ℝ] ℝ) (s p : A) (t : ℝ) : Prop :=
  ∀ u, rotatedRepulsion B s p u ≤ rotatedRepulsion B s p t
```

## Parity removes the mixed integrals

Let $P$ be an inversion that respects products and leaves $B$ unchanged, with $Ps=s$ and $Pp=-p$. Then $P(ss)=ss$, $P(pp)=pp$ and $P(sp)=-sp$, so

$$(ss,sp)=(P(ss),P(sp))=-(ss,sp),$$

and $(ss,sp)=0$. The same argument gives $(pp,sp)=0$.

In Lean, `P : A →ₙ* A` is a map that preserves products, and `hP` is the invariance of $B$. The proof applies `hP` to the two pairs of densities, simplifies with the parities, and lets `linarith` conclude that a number equal to its own negative is zero.

```lean
omit [IsScalarTower ℝ A A] [SMulCommClass ℝ A A] in
/-- If an inversion respects products and a Coulomb form, and `s` is even and `p` odd under it,
then the density `sp` is Coulomb-orthogonal to `ss` and to `pp`. -/
theorem orthogonal_of_parity (B : A →ₗ[ℝ] A →ₗ[ℝ] ℝ) (P : A →ₙ* A)
    (hP : ∀ f g, B (P f) (P g) = B f g) {s p : A} (hs : P s = s) (hp : P p = -p) :
    B (s * s) (s * p) = 0 ∧ B (p * p) (s * p) = 0 := by
  have h1 := hP (s * s) (s * p)
  have h2 := hP (p * p) (s * p)
  -- each integral equals its own negative
  simp only [map_mul, hs, hp, mul_neg, neg_mul, neg_neg, map_neg] at h1 h2
  constructor <;> linarith
```

## The self-repulsion of one hybrid

For real $c$ and $d$, the density of $cs+dp$ is

$$(cs+dp)^2=c^2\,ss+2cd\,sp+d^2\,pp .$$

Inserting this in both places of $B$ and using symmetry gives

$$\begin{aligned}
&c^4(ss,ss)+d^4(pp,pp)+2c^2d^2\big[(ss,pp)+2(sp,sp)\big]\\
&\quad+4c^3d\,(ss,sp)+4cd^3\,(pp,sp).
\end{aligned}$$

The auxiliary statement `hd` is the density. Bilinearity then expands the form, three uses of `hB` bring the integrals into a common order, and `ring` collects them.

```lean
/-- The self-repulsion of the orbital `c s + d p`, expanded in the Coulomb integrals of `s` and
`p`, for a symmetric Coulomb form. -/
theorem selfRepulsion_hybrid (B : A →ₗ[ℝ] A →ₗ[ℝ] ℝ) (hB : ∀ f g, B f g = B g f)
    (s p : A) (c d : ℝ) :
    selfRepulsion B (c • s + d • p) = c ^ 4 * selfRepulsion B s + d ^ 4 * selfRepulsion B p
      + 2 * c ^ 2 * d ^ 2 * (B (s * s) (p * p) + 2 * B (s * p) (s * p))
      + 4 * c ^ 3 * d * B (s * s) (s * p) + 4 * c * d ^ 3 * B (p * p) (s * p) := by
  -- the density of the hybrid
  have hd : (c • s + d • p) * (c • s + d • p)
      = c ^ 2 • (s * s) + (2 * c * d) • (s * p) + d ^ 2 • (p * p) := by
    simp only [add_mul, mul_add, smul_mul_assoc, mul_smul_comm, mul_comm p s]
    module
  unfold selfRepulsion
  rw [hd]
  simp only [map_add, map_smul, LinearMap.add_apply, LinearMap.smul_apply, smul_eq_mul]
  rw [hB (s * p) (s * s), hB (p * p) (s * s), hB (s * p) (p * p)]
  ring
```

## The dependence on the angle

Take the expansion once with $(c,d)=(\cos t,\sin t)$ and once with $(-\sin t,\cos t)$, and add. Three coefficients are needed:

$$\cos^4t+\sin^4t=1-\tfrac12\sin^2 2t,\qquad 4\cos^2t\,\sin^2t=\sin^2 2t,$$

$$4\cos^3t\,\sin t-4\sin^3t\,\cos t=2\sin 2t\,\cos 2t=\sin 4t .$$

The first multiplies $(ss,ss)+(pp,pp)$, the second multiplies $(ss,pp)+2(sp,sp)$, and the third multiplies $(ss,sp)$. The coefficient of $(pp,sp)$ is $-\sin 4t$. Therefore

$$L(t)=(ss,ss)+(pp,pp)-\frac X2\sin^2 2t+\big[(ss,sp)-(pp,sp)\big]\sin 4t .$$

This holds for every pair, with or without parity. The proof rewrites both self-repulsions with the previous theorem and inserts the double-angle formulas. The closing `linear_combination` supplies the multiple of $\sin^2t+\cos^2t=1$ that makes the two sides agree.

```lean
/-- For a symmetric Coulomb form, rotation by `t` changes the summed self-repulsion by
`-(X/2) sin²(2t)` plus `((ss,sp) - (pp,sp)) sin(4t)`. -/
theorem rotatedRepulsion_eq (B : A →ₗ[ℝ] A →ₗ[ℝ] ℝ) (hB : ∀ f g, B f g = B g f)
    (s p : A) (t : ℝ) :
    rotatedRepulsion B s p t = selfRepulsion B s + selfRepulsion B p
      - mixingCost B s p / 2 * sin (2 * t) ^ 2
      + (B (s * s) (s * p) - B (p * p) (s * p)) * sin (4 * t) := by
  have h4 : sin (4 * t) = 2 * sin (2 * t) * cos (2 * t) := by
    rw [← sin_two_mul]
    ring_nf
  rw [rotatedRepulsion, selfRepulsion_hybrid B hB, selfRepulsion_hybrid B hB, h4,
    sin_two_mul, cos_two_mul', mixingCost]
  linear_combination (selfRepulsion B s + selfRepulsion B p) *
    (sin t ^ 2 + cos t ^ 2 + 1) * sin_sq_add_cos_sq t
```

## Equal hybrids for negative X

Suppose now that $(ss,sp)=(pp,sp)$, which is the hypothesis `h`. Parity guarantees it by making both integrals zero, but equality is enough. The last term vanishes and

$$L(t)=L(0)-\frac X2\sin^2 2t .$$

The hybrids have equal $s$ and $p$ weights when $\cos^2t=\sin^2t$, that is, at odd multiples of $\pi/4$. Since $\sin^2 2t=1-(\cos^2t-\sin^2t)^2$,

$$L(\pi/4)-L(t)=-\frac X2\,(\cos^2t-\sin^2t)^2 .$$

If $X<0$, the right side is positive unless the weights are equal, so the maximisers are exactly the equal hybrids. If $X\ge0$, then $t=0$ is a maximiser, and its weights are 1 and 0.

The theorem states this as an equivalence between a description of the whole set of maximisers and the sign of $X$. In the proof, `hL` is the reduced formula for $L$ and `key` is the identity for $\sin^2 2t$. The first branch tests the angle 0, the second compares with $\pi/4$, and `nlinarith` settles the inequalities from the signs of the products it is given.

```lean
/-- For a symmetric Coulomb form with `(ss,sp) = (pp,sp)`, the angles of largest summed
self-repulsion are exactly those with equal `s` and `p` weights if and only if `X < 0`. -/
theorem equal_hybrids_iff (B : A →ₗ[ℝ] A →ₗ[ℝ] ℝ) (hB : ∀ f g, B f g = B g f) (s p : A)
    (h : B (s * s) (s * p) = B (p * p) (s * p)) :
    (∀ t, IsMaximiser B s p t ↔ cos t ^ 2 = sin t ^ 2) ↔ mixingCost B s p < 0 := by
  have hL := rotatedRepulsion_eq B hB s p
  simp only [h, sub_self, zero_mul, add_zero] at hL
  have e0 : sin (2 * (0 : ℝ)) = 0 := by simp
  have e4 : sin (2 * (π / 4)) = 1 := by
    rw [show 2 * (π / 4) = π / 2 by ring, sin_pi_div_two]
  have key : ∀ t, sin (2 * t) ^ 2 = 1 - (cos t ^ 2 - sin t ^ 2) ^ 2 := fun t => by
    rw [← cos_two_mul']
    linarith [sin_sq_add_cos_sq (2 * t)]
  constructor
  · intro H
    by_contra hX
    -- for X ≥ 0 the unrotated pair is a maximiser
    have h0 := (H 0).1 (fun u => by
      rw [hL u, hL 0, e0]
      nlinarith [mul_nonneg (not_lt.mp hX) (sq_nonneg (sin (2 * u)))])
    simp at h0
  · intro hX t
    constructor
    · intro H
      have h1 := H (π / 4)
      rw [hL (π / 4), hL t, e4, key t] at h1
      have h2 : cos t ^ 2 - sin t ^ 2 = 0 := by
        by_contra hne
        have hpos : 0 < (cos t ^ 2 - sin t ^ 2) ^ 2 := by positivity
        nlinarith [mul_neg_of_neg_of_pos hX hpos]
      linarith
    · intro ht u
      rw [hL u, hL t, key t, sub_eq_zero.mpr ht]
      nlinarith [mul_nonneg (neg_nonneg.mpr hX.le) (sub_nonneg.mpr (sin_sq_le_one (2 * u)))]
```

## Pure orbitals for positive X

The rotation leaves $s$ and $p$ unmixed, up to order and sign, when $\sin t=0$ or $\cos t=0$. This is the same as $\sin 2t=0$. From

$$L(0)-L(t)=\frac X2\sin^2 2t$$

it follows that for $X>0$ the maximisers are exactly these angles. If $X\le0$, then $\pi/4$ is a maximiser, and it does mix the orbitals. At $X=0$ the function $L$ is constant, every angle is a maximiser, and neither description fits.

The proof mirrors the previous one with the angles 0 and $\pi/4$ exchanged; `hz` is the equivalence between $\sin 2t=0$ and the unmixed angles.

```lean
/-- For a symmetric Coulomb form with `(ss,sp) = (pp,sp)`, the angles of largest summed
self-repulsion are exactly those that leave `s` and `p` unmixed if and only if `X > 0`. -/
theorem pure_orbitals_iff (B : A →ₗ[ℝ] A →ₗ[ℝ] ℝ) (hB : ∀ f g, B f g = B g f) (s p : A)
    (h : B (s * s) (s * p) = B (p * p) (s * p)) :
    (∀ t, IsMaximiser B s p t ↔ sin t = 0 ∨ cos t = 0) ↔ 0 < mixingCost B s p := by
  have hL := rotatedRepulsion_eq B hB s p
  simp only [h, sub_self, zero_mul, add_zero] at hL
  have e0 : sin (2 * (0 : ℝ)) = 0 := by simp
  have e4 : sin (2 * (π / 4)) = 1 := by
    rw [show 2 * (π / 4) = π / 2 by ring, sin_pi_div_two]
  constructor
  · intro H
    by_contra hX
    -- for X ≤ 0 the equal hybrids are maximisers
    have h1 := (H (π / 4)).1 (fun u => by
      rw [hL u, hL (π / 4), e4]
      nlinarith [mul_nonneg (neg_nonneg.mpr (not_lt.mp hX))
        (sub_nonneg.mpr (sin_sq_le_one (2 * u)))])
    rw [sin_two_mul] at e4
    rcases h1 with h1 | h1 <;> rw [h1] at e4 <;> norm_num at e4
  · intro hX t
    have hz : sin (2 * t) = 0 ↔ sin t = 0 ∨ cos t = 0 := by
      rw [sin_two_mul, mul_assoc, mul_eq_zero, mul_eq_zero]
      norm_num
    rw [← hz]
    constructor
    · intro H
      have h1 := H 0
      rw [hL 0, hL t, e0] at h1
      by_contra hne
      have hpos : 0 < sin (2 * t) ^ 2 := by positivity
      nlinarith [mul_pos hX hpos]
    · intro ht u
      rw [hL u, hL t, ht]
      nlinarith [mul_nonneg hX.le (sq_nonneg (sin (2 * u)))]
```

## Unequal mixed integrals shift the maximum

Without $(ss,sp)=(pp,sp)$, the sign of $X$ no longer identifies the maximisers. A two-site example, worked out here in prose only, shows it. Let products be taken site by site, let $(f,g)=f_1g_1+f_2g_2$, and take

$$s=\frac{(2,1)}{\sqrt5},\qquad p=\frac{(-1,2)}{\sqrt5}.$$

Then $(ss,ss)=(pp,pp)=\tfrac{17}{25}$ and $(ss,pp)=(sp,sp)=\tfrac{8}{25}$, so $X=-\tfrac{14}{25}<0$. The mixed integrals are $(ss,sp)=-\tfrac{6}{25}$ and $(pp,sp)=\tfrac{6}{25}$. Equal hybrids reach only $L=\tfrac{41}{25}$, whereas the rotation with $\cos t=2/\sqrt5$ and $\sin t=-1/\sqrt5$ produces the site orbitals $(1,0)$ and $(0,1)$, with $L=2$. The equal hybrids are therefore not maximisers, although $X$ is negative.

## X as a difference of exchange integrals

The equal hybrids are $(s+p)/\sqrt2$ and $(s-p)/\sqrt2$. Their overlap density is $\tfrac12(ss-pp)$, so their exchange integral is

$$\tfrac14\big[(ss,ss)+(pp,pp)-2(ss,pp)\big].$$

Subtracting $(sp,sp)$ leaves $X/4$. Thus $X<0$ means that the equal hybrids have a smaller exchange integral than $s$ and $p$ do. This identity needs the symmetry of $B$ but no parity. In the code the two factors $1/\sqrt2$ are combined into `1 / 2` in front of the product.

```lean
omit [IsScalarTower ℝ A A] [SMulCommClass ℝ A A] in
/-- For a symmetric Coulomb form, the exchange integral of the equal hybrids `(s + p)/√2` and
`(s - p)/√2` minus that of `s` and `p` is `X/4`. -/
theorem exchange_difference (B : A →ₗ[ℝ] A →ₗ[ℝ] ℝ) (hB : ∀ f g, B f g = B g f) (s p : A) :
    B ((1 / 2 : ℝ) • ((s + p) * (s - p))) ((1 / 2 : ℝ) • ((s + p) * (s - p)))
      - B (s * p) (s * p) = mixingCost B s p / 4 := by
  have hd : (s + p) * (s - p) = s * s - p * p := by
    simp only [add_mul, mul_sub, mul_comm p s]
    abel
  rw [hd, mixingCost, selfRepulsion, selfRepulsion]
  simp only [map_smul, map_sub, LinearMap.smul_apply, LinearMap.sub_apply, smul_eq_mul]
  rw [hB (p * p) (s * s)]
  ring
```

## Both signs occur on a four-site chain

Let orbitals be real functions on four sites, multiplied site by site, with the contact repulsion $(f,g)=\sum_i f_ig_i$. This is an on-site model interaction, not the $1/r$ repulsion.

```lean
/-- Contact repulsion between two densities on a chain of four sites. -/
def contact : (Fin 4 → ℝ) →ₗ[ℝ] (Fin 4 → ℝ) →ₗ[ℝ] ℝ :=
  LinearMap.mk₂ ℝ (fun f g => dotProduct f g)
    (fun _ _ _ => by simp) (fun _ _ _ => by simp)
    (fun _ _ _ => by simp) (fun _ _ _ => by simp)
```

The first pair is

$$s=\tfrac12(1,1,1,1),\qquad p=\tfrac12(1,1,-1,-1).$$

Both densities equal $\tfrac14$ on every site, and the four integrals in $X$ are all $\tfrac14$. Hence $X=\tfrac14+\tfrac14-\tfrac12-1=-1$. The equal hybrids are $(1,1,0,0)/\sqrt2$ and $(0,0,1,1)/\sqrt2$, one on each half of the chain.

```lean
/-- An even and an odd orbital with the same density on every site of the chain. -/
def flatPair : (Fin 4 → ℝ) × (Fin 4 → ℝ) :=
  (![1 / 2, 1 / 2, 1 / 2, 1 / 2], ![1 / 2, 1 / 2, -1 / 2, -1 / 2])
```

The second pair already occupies largely different sites:

$$s=\tfrac1{10}(7,1,1,7),\qquad p=\tfrac1{10}(1,7,-7,-1).$$

Here $(ss,ss)=(pp,pp)=0.4804$ and $(ss,pp)=(sp,sp)=0.0196$, so $X=0.8432=527/625$. Mixing would lower the summed self-repulsion.

```lean
/-- An even orbital mostly on the outer sites and an odd orbital mostly on the inner sites. -/
def separatedPair : (Fin 4 → ℝ) × (Fin 4 → ℝ) :=
  (![7 / 10, 1 / 10, 1 / 10, 7 / 10], ![1 / 10, 7 / 10, -7 / 10, -1 / 10])
```

Both pairs are orthonormal, with $s$ even and $p$ odd under reversal of the chain. The last theorem takes the symmetry of the contact form from the commutativity of the dot product, and confirms the vanishing of the mixed integrals and the two values of $X$ by writing out the sums over four sites. The two equivalences therefore apply: the first pair localises into equal hybrids, and the second stays as it is.

```lean
/-- Contact repulsion is symmetric, and in both pairs `sp` is orthogonal to `ss` and `pp`;
the flat pair has `X = -1` and the separated pair has `X = 527/625`. -/
theorem contact_witness :
    (∀ f g, contact f g = contact g f) ∧
    (∀ q ∈ [flatPair, separatedPair],
      contact (q.1 * q.1) (q.1 * q.2) = 0 ∧ contact (q.2 * q.2) (q.1 * q.2) = 0) ∧
    mixingCost contact flatPair.1 flatPair.2 = -1 ∧
    mixingCost contact separatedPair.1 separatedPair.2 = 527 / 625 := by
  refine ⟨fun f g => dotProduct_comm f g, ?_, ?_, ?_⟩
  · intro q hq
    simp only [List.mem_cons, List.not_mem_nil, or_false] at hq
    rcases hq with rfl | rfl <;> constructor <;>
      simp [contact, flatPair, separatedPair, dotProduct, Fin.sum_univ_four] <;> norm_num
  · simp [mixingCost, selfRepulsion, contact, flatPair, dotProduct, Fin.sum_univ_four]
    norm_num
  · simp [mixingCost, selfRepulsion, contact, separatedPair, dotProduct, Fin.sum_univ_four]
    norm_num

end

end RepulsionLocalisation
```

```lean
#print axioms RepulsionLocalisation.selfRepulsion_hybrid
#print axioms RepulsionLocalisation.equal_hybrids_iff
#print axioms RepulsionLocalisation.pure_orbitals_iff
#print axioms RepulsionLocalisation.exchange_difference
```

```
'RepulsionLocalisation.selfRepulsion_hybrid' depends on axioms: [propext, Classical.choice, Quot.sound]
'RepulsionLocalisation.equal_hybrids_iff' depends on axioms: [propext, Classical.choice, Quot.sound]
'RepulsionLocalisation.pure_orbitals_iff' depends on axioms: [propext, Classical.choice, Quot.sound]
'RepulsionLocalisation.exchange_difference' depends on axioms: [propext, Classical.choice, Quot.sound]
```
